# If all levels of a finite matrix $H_0+xV$ are power series in $x$, unbounded terms never occur in just one of them

## Can only the ground state's series go bad?

After computing perturbation energies for every state of a small CI matrix, I add up the corrections over all states, order by order. From second order on the total should vanish, and I use that to catch errors. In one run the ground-state terms seem to grow without limit, while the few excited states I have looked at seem fine. Can the trouble be confined to the ground state, or must some other state have it too?

## At least one other state must have it too

Your check already contains the answer. If the corrections of all states cancel at each order from the second on, a growing term in one state needs something to cancel against.

Let $H_0$ and $V$ be $n\times n$ matrices, and let the levels be power series $E_i(x)=\sum_k e_i^{(k)}x^k$ that account for all the characteristic roots, with multiplicity:
$$\det\bigl(T-H_0-xV\bigr)=\prod_i\bigl(T-E_i(x)\bigr).$$
The coefficient of $T^{n-1}$ is minus the trace on the left and minus the sum of the levels on the right. Therefore
$$\sum_i E_i(x)=\operatorname{tr}H_0+x\operatorname{tr}V .$$
Comparing powers of $x$ gives $\sum_i e_i^{(0)}=\operatorname{tr}H_0$, $\sum_i e_i^{(1)}=\operatorname{tr}V$, and $\sum_i e_i^{(k)}=0$ for $k\ge 2$.

Now fix a coupling size $r>0$. The plain corrections, as they enter the energy at $x=1$, are the case $r=1$. Suppose the terms $|e_i^{(k)}|r^k$ of state $i$ are unbounded in $k$, but every other state $j$ has a bound $|e_j^{(k)}|r^k\le B_j$. For $k\ge2$,
$$|e_i^{(k)}|\,r^k=\Bigl|\sum_{j\ne i}e_j^{(k)}\Bigr|r^k\le\sum_{j\ne i}B_j .$$
The terms with $k=0$ and $k=1$ are two fixed numbers. All terms of state $i$ are then at most $\sum_{j\ne i}B_j+|e_i^{(0)}|+|e_i^{(1)}|r$, a contradiction. With two states, the corrections from second order on are exactly opposite.

## A Hermitian two-level problem where both series blow up at strong coupling

Take $H_0=\operatorname{diag}(0,1)$ and let $V$ have zeros on the diagonal and ones off it. The characteristic polynomial is $T^2-T-x^2$. Try the levels $E_0=-x^2G$ and $E_1=1+x^2G$. Their sum is $1$, as required. Their product is $-x^2(G+x^2G^2)$, which equals $-x^2$ exactly when $G=1-x^2G^2$.

Write the coefficients of $G$ as $\mathrm{i}^k s_k$, with $\mathrm{i}$ the imaginary unit. The equation becomes
$$s_0=1,\qquad s_1=0,\qquad s_{m+2}=\sum_{p+q=m}s_ps_q .$$
All $s_k$ are non-negative integers. Keeping only the term $p=0$ gives $s_{2m+2}\ge s_{2m}$, so $s_{2m}\ge1$ for every $m$. The coefficient of $E_0$ at order $2m+2$ has size $s_{2m}$, so at $r=2$ that term is at least $2^{2m+2}$, which is unbounded. By the general argument, $E_1$ has unbounded terms as well.

## What is assumed about the levels

In the Lean file, `hamiltonian H0 V` is the matrix $H_0+xV$ with entries in `PowerSeries 𝕜`, so $x$ is a formal variable. The scalars `𝕜` form any normed field, real and complex numbers included, and Hermiticity is not required. The type `n` labels both the basis states and the levels, but `E i` need not be the level that grows out of basis state `i`.

`AreLevels H0 V E` is the factorisation above. It stands for the physical condition that every level can be followed in integer powers of the coupling. This is assumed, not derived; ordinary non-degenerate perturbation theory supplies it when $H_0$ has $n$ distinct eigenvalues in the field.

`UnboundedTerms E r` says that for every real `B` some order `k` has $|e^{(k)}|r^k>B$. This rules out convergence at any coupling of size $r$, but a series can also diverge with bounded terms, and about that case the theorem is silent.

`exists_divergent_partner` then gives a `j ≠ i` with unbounded terms at the same `r`. It does not say which state that is, so the few you inspected may well be innocent. For a Møller–Plesset-type series within a fixed finite basis, with $H_0+xV$ linear in $x$ and all levels given by power series, a ground state with unbounded terms always has a partner among the other states at the same coupling. If the ground level of $H_0$ is non-degenerate, that partner is an excited state.

```lean
import Mathlib

open Finset

namespace PerturbationSeriesPartners

noncomputable section

variable {𝕜 n : Type*} [NormedField 𝕜] [Fintype n] [DecidableEq n]

/-- The Hamiltonian `H0 + x V`, with the coupling strength `x` as a formal variable. -/
def hamiltonian (H0 V : Matrix n n 𝕜) : Matrix n n (PowerSeries 𝕜) :=
  Matrix.of fun i j => PowerSeries.C (H0 i j) + PowerSeries.X * PowerSeries.C (V i j)

/-- The series `E i` are all the energy levels of `H0 + x V`: the roots of its characteristic
polynomial, counted with multiplicity. -/
def AreLevels (H0 V : Matrix n n 𝕜) (E : n → PowerSeries 𝕜) : Prop :=
  (hamiltonian H0 V).charpoly = ∏ i, (Polynomial.X - Polynomial.C (E i))

/-- For `r ≥ 0`: the terms of the perturbation series `E` at coupling strength `r` are unbounded in
size. -/
def UnboundedTerms (E : PowerSeries 𝕜) (r : ℝ) : Prop :=
  ∀ B : ℝ, ∃ k : ℕ, B < ‖PowerSeries.coeff k E‖ * r ^ k

/-- The sum of all energy levels is `tr H0 + x tr V`. -/
theorem sum_levels {H0 V : Matrix n n 𝕜} {E : n → PowerSeries 𝕜} (hE : AreLevels H0 V E) :
    ∑ i, E i = PowerSeries.C H0.trace + PowerSeries.X * PowerSeries.C V.trace := by
  have htr : (hamiltonian H0 V).trace
      = PowerSeries.C H0.trace + PowerSeries.X * PowerSeries.C V.trace := by
    simp [Matrix.trace, hamiltonian, Finset.sum_add_distrib, Finset.mul_sum, map_sum]
  rw [← htr]
  rcases isEmpty_or_nonempty n with h | h
  · simp [Matrix.trace]
  · -- compare the subleading coefficients of the characteristic polynomial
    have hc := Polynomial.prod_X_sub_C_coeff_card_pred (Finset.univ : Finset n) E
      (Finset.card_pos.mpr Finset.univ_nonempty)
    rw [Finset.card_univ] at hc
    rw [Matrix.trace_eq_neg_charpoly_coeff, hE, hc, neg_neg]

/-- The zeroth-order energies sum to `tr H0` and the first-order corrections to `tr V`. -/
theorem sum_low_orders {H0 V : Matrix n n 𝕜} {E : n → PowerSeries 𝕜}
    (hE : AreLevels H0 V E) :
    ∑ i, PowerSeries.coeff 0 (E i) = H0.trace ∧
      ∑ i, PowerSeries.coeff 1 (E i) = V.trace := by
  constructor
  · have h := congrArg (PowerSeries.coeff 0) (sum_levels hE)
    rw [map_sum, map_add, PowerSeries.coeff_zero_X_mul, PowerSeries.coeff_C, if_pos rfl,
      add_zero] at h
    exact h
  · have h := congrArg (PowerSeries.coeff (0 + 1)) (sum_levels hE)
    rw [map_sum, map_add, PowerSeries.coeff_succ_X_mul, PowerSeries.coeff_C,
      PowerSeries.coeff_C, if_neg (Nat.succ_ne_zero _), if_pos rfl, zero_add, zero_add] at h
    exact h

/-- At every order from the second on, the energy corrections of all states sum to zero. -/
theorem sum_corrections_eq_zero {H0 V : Matrix n n 𝕜} {E : n → PowerSeries 𝕜}
    (hE : AreLevels H0 V E) {k : ℕ} (hk : 2 ≤ k) :
    ∑ i, PowerSeries.coeff k (E i) = 0 := by
  obtain ⟨m, rfl⟩ : ∃ m, k = m + 1 + 1 := ⟨k - 2, by omega⟩
  have h := congrArg (PowerSeries.coeff (m + 1 + 1)) (sum_levels hE)
  rw [map_sum, map_add, PowerSeries.coeff_succ_X_mul, PowerSeries.coeff_C,
    PowerSeries.coeff_C, if_neg (Nat.succ_ne_zero _), if_neg (Nat.succ_ne_zero _),
    add_zero] at h
  exact h

/-- If the perturbation series of one state has unbounded terms at some coupling strength
`r > 0`, then so has the series of at least one other state. -/
theorem exists_divergent_partner {H0 V : Matrix n n 𝕜} {E : n → PowerSeries 𝕜}
    (hE : AreLevels H0 V E) {r : ℝ} (hr : 0 < r) {i : n} (hi : UnboundedTerms (E i) r) :
    ∃ j, j ≠ i ∧ UnboundedTerms (E j) r := by
  by_contra hcon
  -- otherwise every other state has a bound on its terms
  have hb : ∀ j, j ≠ i → ∃ B : ℝ, ∀ k : ℕ, ‖PowerSeries.coeff k (E j)‖ * r ^ k ≤ B := by
    intro j hj
    by_contra h
    exact hcon ⟨j, hj, fun B => by_contra fun h' =>
      h ⟨B, fun k => le_of_not_gt fun hk => h' ⟨k, hk⟩⟩⟩
  choose! B hB using hb
  obtain ⟨k, hk⟩ := hi (∑ j ∈ univ.erase i, B j + ‖PowerSeries.coeff 0 (E i)‖
    + ‖PowerSeries.coeff 1 (E i)‖ * r)
  have hS : 0 ≤ ∑ j ∈ univ.erase i, B j := Finset.sum_nonneg fun j hj =>
    (by positivity : 0 ≤ ‖PowerSeries.coeff 0 (E j)‖ * r ^ 0).trans
      (hB j (Finset.ne_of_mem_erase hj) 0)
  have h0 : 0 ≤ ‖PowerSeries.coeff 0 (E i)‖ := norm_nonneg _
  have h1 : 0 ≤ ‖PowerSeries.coeff 1 (E i)‖ * r := mul_nonneg (norm_nonneg _) hr.le
  rcases (by omega : k = 0 ∨ k = 1 ∨ 2 ≤ k) with rfl | rfl | h2
  · rw [pow_zero, mul_one] at hk
    linarith
  · rw [pow_one] at hk
    linarith
  · -- from second order on, state `i` is controlled by all the others
    have hz := sum_corrections_eq_zero hE h2
    rw [← Finset.add_sum_erase _ _ (Finset.mem_univ i)] at hz
    have hn : ‖PowerSeries.coeff k (E i)‖
        ≤ ∑ j ∈ univ.erase i, ‖PowerSeries.coeff k (E j)‖ := by
      rw [eq_neg_of_add_eq_zero_left hz, norm_neg]
      exact norm_sum_le _ _
    have hle : ‖PowerSeries.coeff k (E i)‖ * r ^ k ≤ ∑ j ∈ univ.erase i, B j := by
      refine (mul_le_mul_of_nonneg_right hn (pow_nonneg hr.le k)).trans ?_
      rw [Finset.sum_mul]
      exact Finset.sum_le_sum fun j hj => hB j (Finset.ne_of_mem_erase hj) k
    linarith

/-- In a two-state problem the energy corrections of the two states are opposite at every
order from the second on. -/
theorem two_state_mirror {H0 V : Matrix (Fin 2) (Fin 2) 𝕜} {E : Fin 2 → PowerSeries 𝕜}
    (hE : AreLevels H0 V E) {k : ℕ} (hk : 2 ≤ k) :
    PowerSeries.coeff k (E 1) = -PowerSeries.coeff k (E 0) := by
  have h := sum_corrections_eq_zero hE hk
  rw [Fin.sum_univ_two] at h
  exact eq_neg_of_add_eq_zero_right h

/-- The sizes of the coefficients in the two-level problem, given by a quadratic recursion. -/
def size : ℕ → ℕ
  | 0 => 1
  | 1 => 0
  | m + 2 => ∑ i : Fin (m + 1), size i * size (m - i)

/-- The series `G` with coefficients `i ^ k * size k`, where `i` is the imaginary unit. -/
def shift : PowerSeries ℂ := PowerSeries.mk fun k => Complex.I ^ k * (size k : ℂ)

/-- The two series `-x² G` and `1 + x² G`. -/
def twoLevel : Fin 2 → PowerSeries ℂ :=
  ![-(PowerSeries.X ^ 2 * shift), 1 + PowerSeries.X ^ 2 * shift]

/-- The recursion for the coefficient sizes, as a sum over pairs of orders. -/
theorem size_add_two (m : ℕ) :
    size (m + 2) = ∑ p ∈ antidiagonal m, size p.1 * size p.2 := by
  rw [size, Finset.Nat.sum_antidiagonal_eq_sum_range_succ (fun i j => size i * size j),
    Finset.sum_range]

/-- The series `G` solves the quadratic equation `G = 1 - x² G²`. -/
theorem shift_equation : shift = 1 - PowerSeries.X ^ 2 * (shift * shift) := by
  have hc : ∀ k, PowerSeries.coeff k shift = Complex.I ^ k * (size k : ℂ) :=
    fun k => PowerSeries.coeff_mk _ _
  refine PowerSeries.ext fun k => ?_
  match k with
  | 0 =>
    rw [hc, map_sub, PowerSeries.coeff_one, PowerSeries.coeff_X_pow_mul',
      if_neg (show ¬ (2 ≤ 0) by norm_num)]
    simp [size]
  | 1 =>
    rw [hc, map_sub, PowerSeries.coeff_one, PowerSeries.coeff_X_pow_mul',
      if_neg (show ¬ (2 ≤ 1) by norm_num)]
    simp [size]
  | m + 2 =>
    rw [hc, map_sub, PowerSeries.coeff_one, PowerSeries.coeff_X_pow_mul,
      PowerSeries.coeff_mul, if_neg (Nat.succ_ne_zero _), size_add_two, zero_sub,
      ← Finset.sum_neg_distrib, Nat.cast_sum, Finset.mul_sum]
    refine Finset.sum_congr rfl fun p hp => ?_
    have hm : p.1 + p.2 = m := Finset.HasAntidiagonal.mem_antidiagonal.mp hp
    rw [hc, hc, ← hm, pow_add, pow_add, Complex.I_sq]
    push_cast
    ring

/-- The levels of `H0 = diag(0, 1)` with the off-diagonal coupling `V` are `-x² G` and
`1 + x² G`, and both series have unbounded terms at coupling strength 2. -/
theorem twoLevel_witness :
    AreLevels (!![0, 0; 0, 1] : Matrix (Fin 2) (Fin 2) ℂ) !![0, 1; 1, 0] twoLevel ∧
      UnboundedTerms (twoLevel 0) 2 ∧ UnboundedTerms (twoLevel 1) 2 := by
  have hE : AreLevels (!![0, 0; 0, 1] : Matrix (Fin 2) (Fin 2) ℂ) !![0, 1; 1, 0]
      twoLevel := by
    -- match the trace and the determinant with the sum and the product of the levels
    have hs : (hamiltonian (!![0, 0; 0, 1] : Matrix (Fin 2) (Fin 2) ℂ)
        !![0, 1; 1, 0]).trace = twoLevel 0 + twoLevel 1 := by
      have ht : (hamiltonian (!![0, 0; 0, 1] : Matrix (Fin 2) (Fin 2) ℂ)
          !![0, 1; 1, 0]).trace = 1 := by
        simp [hamiltonian, Matrix.trace_fin_two]
      rw [ht]
      change 1 = -(PowerSeries.X ^ 2 * shift) + (1 + PowerSeries.X ^ 2 * shift)
      ring
    have hp : (hamiltonian (!![0, 0; 0, 1] : Matrix (Fin 2) (Fin 2) ℂ)
        !![0, 1; 1, 0]).det = twoLevel 0 * twoLevel 1 := by
      have hd : (hamiltonian (!![0, 0; 0, 1] : Matrix (Fin 2) (Fin 2) ℂ)
          !![0, 1; 1, 0]).det = -(PowerSeries.X * PowerSeries.X) := by
        simp [hamiltonian, Matrix.det_fin_two]
      rw [hd]
      change _ = -(PowerSeries.X ^ 2 * shift) * (1 + PowerSeries.X ^ 2 * shift)
      linear_combination (PowerSeries.X ^ 2 : PowerSeries ℂ) * shift_equation
    rw [AreLevels, Matrix.charpoly_fin_two, hs, hp, Fin.prod_univ_two, map_add, map_mul]
    ring
  have hpos : ∀ m : ℕ, 1 ≤ size (2 * m) := by
    intro m
    induction m with
    | zero => simp [size]
    | succ m ih =>
      rw [show 2 * (m + 1) = 2 * m + 2 by ring, size_add_two]
      have h := Finset.single_le_sum (f := fun p : ℕ × ℕ => size p.1 * size p.2)
        (fun p _ => Nat.zero_le _)
        (show ((0, 2 * m) : ℕ × ℕ) ∈ Finset.HasAntidiagonal.antidiagonal (2 * m) from
          Finset.HasAntidiagonal.mem_antidiagonal.mpr (Nat.zero_add (2 * m)))
      have h0 : size 0 = 1 := by simp [size]
      simp only [h0, one_mul] at h
      exact ih.trans h
  have hU : UnboundedTerms (twoLevel 0) 2 := by
    intro B
    obtain ⟨m, hm⟩ := pow_unbounded_of_one_lt B (one_lt_two : (1 : ℝ) < 2)
    refine ⟨2 * m + 2, ?_⟩
    change B < ‖PowerSeries.coeff (2 * m + 2) (-(PowerSeries.X ^ 2 * shift))‖ * 2 ^ (2 * m + 2)
    rw [map_neg, PowerSeries.coeff_X_pow_mul, shift, PowerSeries.coeff_mk, norm_neg, norm_mul,
      norm_pow, Complex.norm_I, one_pow, one_mul, Complex.norm_natCast]
    have h1 : (1 : ℝ) ≤ (size (2 * m) : ℝ) := by exact_mod_cast hpos m
    have h2 : (2 : ℝ) ^ m ≤ 2 ^ (2 * m + 2) :=
      pow_le_pow_right₀ one_le_two (by omega)
    have h3 : (0 : ℝ) < 2 ^ (2 * m + 2) := by positivity
    nlinarith [mul_le_mul_of_nonneg_right h1 h3.le]
  refine ⟨hE, hU, ?_⟩
  -- the upper level diverges because the lower one does
  obtain ⟨j, hj, h⟩ := exists_divergent_partner hE two_pos hU
  have hj1 : j = 1 := by omega
  rwa [hj1] at h

end

end PerturbationSeriesPartners
```

```lean
#print axioms PerturbationSeriesPartners.sum_low_orders
-- 'PerturbationSeriesPartners.sum_low_orders' depends on axioms: [propext, Classical.choice, Quot.sound]
#print axioms PerturbationSeriesPartners.exists_divergent_partner
-- 'PerturbationSeriesPartners.exists_divergent_partner' depends on axioms: [propext, Classical.choice, Quot.sound]
#print axioms PerturbationSeriesPartners.two_state_mirror
-- 'PerturbationSeriesPartners.two_state_mirror' depends on axioms: [propext, Classical.choice, Quot.sound]
```

## From the trace to the partner state

`sum_levels` is the trace identity. It computes the trace of `hamiltonian H0 V` and then compares subleading coefficients: `Matrix.trace_eq_neg_charpoly_coeff` handles the matrix side and `Polynomial.prod_X_sub_C_coeff_card_pred` the product side. The empty matrix is treated separately. `sum_low_orders` and `sum_corrections_eq_zero` apply `PowerSeries.coeff` to both sides of this identity, which is the comparison of powers of $x$.

`exists_divergent_partner` argues by contradiction. `choose!` collects the bounds $B_j$, and the hypothesis `hi` is applied to the total bound found above, which yields an order `k` that exceeds it. The cases `k = 0` and `k = 1` contradict the two extra summands. For `2 ≤ k`, the vanishing sum and the triangle inequality `norm_sum_le` give the contradiction. `two_state_mirror` is the vanishing sum written out for two states.

For the example, `size` is $s_k$, `shift` is $G$ and `twoLevel` holds the two levels. `size_add_two` rewrites the recursion as a sum over pairs $p+q=m$, and `shift_equation` proves $G=1-x^2G^2$ coefficient by coefficient. In `twoLevel_witness`, trace and determinant are matched with the sum and product of the levels, an induction gives $s_{2m}\ge1$, and the lower level follows from the growth of powers of two. The upper level is obtained by applying `exists_divergent_partner` to the lower one.
